# The least energy cost of twisting a classical chain of \(N\) ferromagnetic cosine bonds by \(f\in[0,\pi]\) is \(N(1-\cos(f/N))\) in units of the coupling, and vanishes as \(N\to\infty\)

## Two bonds and one free phase

Clamp the outer two of three planar spins at angles \(0\) and \(f\), and let the middle one, at angle \(t_1\), relax. If each bond costs one minus the cosine of its angle difference, in units of a positive coupling, the energy is

\[
2-\cos t_1-\cos(f-t_1)=2-2\cos\tfrac f2\,\cos\!\left(t_1-\tfrac f2\right).
\]

For \(0\le f\le\pi\) the factor \(\cos(f/2)\) is non-negative, so \(t_1=f/2\) is optimal: the bonds share the twist equally, at a cost of \(2(1-\cos(f/2))\). At \(f=\pi\) the factor vanishes and every \(t_1\) costs the same. For \(\pi<f<2\pi\) it is negative, and \(t_1=f/2-\pi\) is better: the chain winds the other way and one bond slips by \(2\pi\).

For \(N\ge1\) bonds and phases \(t_0=0,\dots,t_N=f\), the claim is

\[
\min_t\sum_{i=0}^{N-1}\bigl(1-\cos(t_{i+1}-t_i)\bigr)=N\Bigl(1-\cos\frac fN\Bigr),\qquad 0\le f\le\pi .
\]

Here \(f\) is the imposed phase difference, not a free energy.

## Sharing a twist among many bonds

**Angles modulo \(2\pi\).** Let \(d(\theta)=\arccos(\cos\theta)\in[0,\pi]\), the distance from \(\theta\) to the nearest multiple of \(2\pi\). Then \(\cos d(\theta)=\cos\theta\), and \(d(\theta+\varphi)\le d(\theta)+d(\varphi)\). This is clear if the right side is at least \(\pi\). Otherwise

\[
\cos\bigl(d(\theta)+d(\varphi)\bigr)=\cos\theta\cos\varphi-|\sin\theta\sin\varphi|\le\cos(\theta+\varphi),
\]

and arccos is decreasing.

**One more bond.** Let \(n\ge1\), \(x,y\ge0\) and \(S=x+y\le\pi\). Then

\[
n\cos\frac xn+\cos y\le(n+1)\cos\frac{S}{n+1}.
\]

Put \(h(s)=n\cos(s/n)+\cos(S-s)\) for \(0\le s\le S\), so that \(h'(s)=\sin(S-s)-\sin(s/n)\). The two angles are non-negative and add up to at most \(S\le\pi\). For \(0\le u\le v\) with \(u+v\le\pi\),

\[
\sin v-\sin u=2\sin\frac{v-u}2\cos\frac{v+u}2\ge0,
\]

so the larger angle has the larger sine. Hence \(h'\ge0\) below \(s=nS/(n+1)\), where the angles agree, and \(h'\le0\) above it. The maximum \(h(nS/(n+1))\) is the right side, while \(h(x)\) is the left. Concavity of the cosine would not suffice, since \(y\) may exceed \(\pi/2\).

**Induction.** For every sequence of phases,

\[
\sum_{i=0}^{N-1}\cos(t_{i+1}-t_i)\le N\cos\frac{d(t_N-t_0)}N .
\]

One bond gives equality. For the step, set \(x=d(t_N-t_0)\), \(y=d(t_{N+1}-t_N)\) and \(z=d(t_{N+1}-t_0)\). Since \(z\le x+y\), there are \(0\le u\le x\) and \(0\le v\le y\) with \(u+v=z\le\pi\). The cosine decreases on \([0,\pi]\), so

\[
N\cos\frac xN+\cos y\le N\cos\frac uN+\cos v\le(N+1)\cos\frac z{N+1}.
\]

With \(t_0=0\) and \(t_N=f\), the energy is therefore at least \(N(1-\cos(d(f)/N))\). For \(0\le f\le\pi\) we have \(d(f)=f\), and the spiral \(t_i=if/N\) attains the bound.

**Long chains.** Let \(E_N\) be the minimum and \(x=f/N\). For \(|x|\le1\), \(|\cos x-1+x^2/2|\le\frac5{96}x^4\), so

\[
\left|N E_N-\frac{f^2}2\right|\le\frac{5f^4}{96N^2}\to0 .
\]

Thus \(NE_N\to f^2/2\), and dividing by \(N\) gives \(E_N\to0\).

## The chain and its attainable energies in Lean

```lean
import Mathlib

open Real Finset Filter Topology

namespace PhaseStiffness

noncomputable section
```

A configuration is a function `t : ℕ → ℝ`, of which only the values at \(0,\dots,N\) matter. The index `i` in `range N` labels the bond from \(t_i\) to \(t_{i+1}\).

```lean
/-- Energy of a chain of `N` bonds with phases `t 0, ..., t N`, in units of the coupling. -/
def twistEnergy (N : ℕ) (t : ℕ → ℝ) : ℝ :=
  ∑ i ∈ range N, (1 - cos (t (i + 1) - t i))
```

Clamping the ends defines a set of attainable energies, whose least element is sought.

```lean
/-- The energies attainable when the end phases are held at `0` and `f`. -/
def twistEnergies (N : ℕ) (f : ℝ) : Set ℝ :=
  {E | ∃ t : ℕ → ℝ, t 0 = 0 ∧ t N = f ∧ twistEnergy N t = E}
```

The distance \(d\) is called `circleDist`. In the theorem that follows it, the letter `d` stands for the second angle, written \(\varphi\) above.

```lean
/-- Distance of an angle to the nearest multiple of `2π`, a number between `0` and `π`. -/
def circleDist (θ : ℝ) : ℝ := arccos (cos θ)
```

The triangle inequality splits on whether the two distances add up to at most \(\pi\). In that case `sin_arccos` produces square roots, which `abs_sin_eq_sqrt_one_sub_cos_sq` identifies as the absolute values of the sines.

```lean
/-- The distance to the nearest multiple of `2π` obeys the triangle inequality. -/
theorem circleDist_add_le (θ d : ℝ) :
    circleDist (θ + d) ≤ circleDist θ + circleDist d := by
  unfold circleDist
  rcases le_total (arccos (cos θ) + arccos (cos d)) π with h | h
  · have h1 := arccos_cos (add_nonneg (arccos_nonneg (cos θ)) (arccos_nonneg (cos d))) h
    rw [← h1]
    refine antitone_arccos ?_
    rw [cos_add (arccos (cos θ)), cos_add θ d,
      cos_arccos (neg_one_le_cos θ) (cos_le_one θ),
      cos_arccos (neg_one_le_cos d) (cos_le_one d), sin_arccos, sin_arccos,
      ← abs_sin_eq_sqrt_one_sub_cos_sq θ, ← abs_sin_eq_sqrt_one_sub_cos_sq d, ← abs_mul]
    linarith [le_abs_self (sin θ * sin d)]
  · exact (arccos_le_pi _).trans h
```

## The mean value theorem as the sharing step

In the next lemma `n` is a real number, later set to the number of bonds. The local fact `hsin` compares the sines, `hd` supplies \(h'\), and `a` is the equal share \(S/(n+1)\).

```lean
/-- Let a twist `x ≥ 0` be shared equally by `n ≥ 1` bonds and let one more bond carry `y ≥ 0`,
with `x + y ≤ π`. Sharing the total equally among all bonds does not lower the sum of cosines. -/
theorem share_twist {n x y : ℝ} (hn : 1 ≤ n) (hx : 0 ≤ x) (hy : 0 ≤ y) (hxy : x + y ≤ π) :
    n * cos (x / n) + cos y ≤ (n + 1) * cos ((x + y) / (n + 1)) := by
  have hn0 : 0 < n := by linarith
  have hsin : ∀ u v : ℝ, 0 ≤ u → u ≤ v → u + v ≤ π → sin u ≤ sin v := by
    intro u v hu huv hs
    have h1 : 0 ≤ sin ((v - u) / 2) :=
      sin_nonneg_of_nonneg_of_le_pi (by linarith) (by linarith)
    have h2 : 0 ≤ cos ((v + u) / 2) :=
      cos_nonneg_of_neg_pi_div_two_le_of_le (by linarith [pi_pos]) (by linarith)
    have h3 := sin_sub_sin v u
    nlinarith [mul_nonneg h1 h2]
  -- move twist `s` between the `n` bonds and the last one
  have hd : ∀ s : ℝ, HasDerivAt (fun s : ℝ => n * cos (s / n) + cos (x + y - s))
      (sin (x + y - s) - sin (s / n)) s := by
    intro s
    have key : ∀ A : ℝ, n * (-A * (1 / n)) = -A := fun A => by field_simp
    have h1 := ((hasDerivAt_id' s).div_const n).cos.const_mul n
    have h2 := ((hasDerivAt_id' s).const_sub (x + y)).cos
    refine (h1.fun_add h2).congr_deriv ?_
    rw [key]
    ring
  have hcont : Continuous (fun s : ℝ => n * cos (s / n) + cos (x + y - s)) :=
    continuous_iff_continuousAt.2 fun s => (hd s).continuousAt
  obtain ⟨a, ha⟩ : ∃ a, a = (x + y) / (n + 1) := ⟨_, rfl⟩
  have hsum : (n + 1) * a = x + y := by rw [ha]; field_simp
  rw [← ha]
  have hm : n * a / n = a := mul_div_cancel_left₀ a hn0.ne'
  have hm2 : x + y - n * a = a := by linarith
  have hx2 : x + y - x = y := by ring
  rcases lt_trichotomy x (n * a) with h | h | h
  · obtain ⟨c, ⟨hc1, hc2⟩, hs⟩ := exists_hasDerivAt_eq_slope _
      (fun s => sin (x + y - s) - sin (s / n)) h hcont.continuousOn (fun s _ => hd s)
    have hs' : (sin (x + y - c) - sin (c / n)) * (n * a - x) =
        (n * cos (n * a / n) + cos (x + y - n * a)) - (n * cos (x / n) + cos (x + y - x)) :=
      (eq_div_iff (sub_pos.2 h).ne').1 hs
    rw [hm, hm2, hx2] at hs'
    have hc0 : 0 ≤ c := by linarith
    have hle : c / n ≤ x + y - c := by
      rw [div_le_iff₀ hn0]
      nlinarith
    have hsn := hsin _ _ (div_nonneg hc0 hn0.le) hle (by linarith [div_le_self hc0 hn])
    nlinarith [mul_nonneg (sub_nonneg.2 hsn) (sub_pos.2 h).le]
  · have hya : y = a := by linarith
    rw [h, hm, hya]
    exact le_of_eq (by ring)
  · obtain ⟨c, ⟨hc1, hc2⟩, hs⟩ := exists_hasDerivAt_eq_slope _
      (fun s => sin (x + y - s) - sin (s / n)) h hcont.continuousOn (fun s _ => hd s)
    have hs' : (sin (x + y - c) - sin (c / n)) * (x - n * a) =
        (n * cos (x / n) + cos (x + y - x)) - (n * cos (n * a / n) + cos (x + y - n * a)) :=
      (eq_div_iff (sub_pos.2 h).ne').1 hs
    rw [hm, hm2, hx2] at hs'
    have ha0 : 0 ≤ a := by rw [ha]; positivity
    have hc0 : 0 ≤ c := by linarith [mul_nonneg hn0.le ha0]
    have hle : x + y - c ≤ c / n := by
      rw [le_div_iff₀ hn0]
      nlinarith
    have hsn := hsin _ _ (by linarith) hle (by linarith [div_le_self hc0 hn])
    nlinarith [mul_nonneg (sub_nonneg.2 hsn) (sub_pos.2 h).le]
```

The Mathlib device here is `exists_hasDerivAt_eq_slope`. Given a function continuous on a closed interval and differentiable inside it, it returns an interior point `c` where the derivative equals the slope between the ends. It needs a strict inequality between the endpoints, hence the three cases of `lt_trichotomy`: \(x\) below, at or above \(na\). In the outer cases the sign of the derivative at the single point `c` settles the comparison, so no separate monotonicity statement for \(h\) is required.

The induction starts at one bond. After `generalize`, the three distances are plain numbers `x`, `y`, `z`, and `u`, `v` are the shrunken twists.

```lean
/-- For `N ≥ 1` bonds the sum of bond cosines is at most that of a uniform twist whose total
is the distance of the end-to-end phase difference to the nearest multiple of `2π`. -/
theorem sum_cos_le {N : ℕ} (hN : 1 ≤ N) (t : ℕ → ℝ) :
    ∑ i ∈ range N, cos (t (i + 1) - t i) ≤ N * cos (circleDist (t N - t 0) / N) := by
  induction N, hN using Nat.le_induction with
  | base => simp [circleDist, cos_arccos, neg_one_le_cos, cos_le_one]
  | succ N hN ih =>
    rw [sum_range_succ]
    have htri := circleDist_add_le (t N - t 0) (t (N + 1) - t N)
    rw [show t N - t 0 + (t (N + 1) - t N) = t (N + 1) - t 0 by ring] at htri
    have hcy : cos (circleDist (t (N + 1) - t N)) = cos (t (N + 1) - t N) :=
      cos_arccos (neg_one_le_cos _) (cos_le_one _)
    have hx0 : 0 ≤ circleDist (t N - t 0) := arccos_nonneg _
    have hxp : circleDist (t N - t 0) ≤ π := arccos_le_pi _
    have hy0 : 0 ≤ circleDist (t (N + 1) - t N) := arccos_nonneg _
    have hyp : circleDist (t (N + 1) - t N) ≤ π := arccos_le_pi _
    have hz0 : 0 ≤ circleDist (t (N + 1) - t 0) := arccos_nonneg _
    have hzp : circleDist (t (N + 1) - t 0) ≤ π := arccos_le_pi _
    rw [← hcy]
    generalize circleDist (t N - t 0) = x at *
    generalize circleDist (t (N + 1) - t N) = y at *
    generalize circleDist (t (N + 1) - t 0) = z at *
    -- shrink both twists until they add up to `z`
    obtain ⟨u, v, hu, hux, hv, hvy, huv⟩ :
        ∃ u v : ℝ, 0 ≤ u ∧ u ≤ x ∧ 0 ≤ v ∧ v ≤ y ∧ u + v = z := by
      rcases le_total x z with h | h
      · exact ⟨x, z - x, hx0, le_rfl, by linarith, by linarith, by ring⟩
      · exact ⟨z, 0, hz0, h, le_rfl, hy0, by ring⟩
    have hN1 : (1 : ℝ) ≤ N := by exact_mod_cast hN
    have hNp : (0 : ℝ) < N := by linarith
    have hstep := share_twist hN1 hu hv (by linarith)
    rw [huv] at hstep
    have h1 : cos (x / N) ≤ cos (u / N) :=
      cos_le_cos_of_nonneg_of_le_pi (div_nonneg hu hNp.le)
        ((div_le_self hx0 hN1).trans hxp) (by gcongr)
    have h2 : cos y ≤ cos v := cos_le_cos_of_nonneg_of_le_pi hv hyp hvy
    have h3 := mul_le_mul_of_nonneg_left h1 hNp.le
    push_cast
    linarith
```

## Spirals that attain the bound

The spiral advances by `g` per bond; its last bond absorbs `k` full turns, which the cosine ignores.

```lean
/-- For `N ≥ 1` bonds, real `g` and integer `k`, the energy `N (1 - cos g)` is attainable when the
end phases are held at `0` and `N g + 2πk`. -/
theorem spiral_mem {N : ℕ} (hN : 1 ≤ N) (g : ℝ) (k : ℤ) :
    (N : ℝ) * (1 - cos g) ∈ twistEnergies N (N * g + k * (2 * π)) := by
  have hN0 : 0 < N := hN
  show ∃ t : ℕ → ℝ, t 0 = 0 ∧ t N = N * g + k * (2 * π) ∧ twistEnergy N t = N * (1 - cos g)
  refine ⟨fun i => if i < N then (i : ℝ) * g else N * g + k * (2 * π),
    by simp [hN0], by simp, ?_⟩
  unfold twistEnergy
  refine (sum_congr rfl fun i hi => ?_).trans
    (by rw [sum_const, card_range, nsmul_eq_mul] :
      ∑ _i ∈ range N, (1 - cos g) = (N : ℝ) * (1 - cos g))
  have hi' := mem_range.1 hi
  rcases Nat.lt_or_ge (i + 1) N with h | h
  · have e : ((i + 1 : ℕ) : ℝ) * g - i * g = g := by push_cast; ring
    simp only [if_pos h, if_pos hi', e]
  · have hc : (N : ℝ) = i + 1 := by
      have : N = i + 1 := by omega
      exact_mod_cast this
    have e : (N : ℝ) * g + k * (2 * π) - i * g = g + k * (2 * π) := by rw [hc]; ring
    simp only [if_neg (not_lt_of_ge h), if_pos hi', e, cos_add_int_mul_two_pi]
```

`IsLeast` says that the value belongs to the set and that no member lies below it. For membership, `cos_eq_cos_iff` writes \(f\) as \(2\pi k\pm d(f)\), and the sign fixes the sense of the spiral.

```lean
/-- For any real twist `f` and `N ≥ 1` bonds, the least energy is that of a uniform twist
whose total is the distance of `f` to the nearest multiple of `2π`. -/
theorem isLeast_any_twist {N : ℕ} (hN : 1 ≤ N) (f : ℝ) :
    IsLeast (twistEnergies N f) (N * (1 - cos (circleDist f / N))) := by
  have hN0 : (N : ℝ) ≠ 0 := Nat.cast_ne_zero.2 (by omega)
  have e1 : (N : ℝ) * (circleDist f / N) = circleDist f := by field_simp
  constructor
  · obtain ⟨k, hk | hk⟩ := cos_eq_cos_iff.1 (cos_arccos (neg_one_le_cos f) (cos_le_one f))
    · have hk' : f = 2 * k * π + circleDist f := hk
      have h := spiral_mem hN (circleDist f / N) k
      have e : (N : ℝ) * (circleDist f / N) + k * (2 * π) = f := by rw [e1]; linarith
      rwa [e] at h
    · have hk' : f = 2 * k * π - circleDist f := hk
      have h := spiral_mem hN (-(circleDist f / N)) k
      have e : (N : ℝ) * (-(circleDist f / N)) + k * (2 * π) = f := by
        rw [mul_neg, e1]; linarith
      rwa [e, cos_neg] at h
  · rintro E ⟨t, h0, ht, rfl⟩
    have h := sum_cos_le hN t
    rw [h0, ht, sub_zero] at h
    unfold twistEnergy
    rw [sum_sub_distrib]
    simp only [sum_const, card_range, nsmul_eq_mul, mul_one]
    linarith
```

For \(0\le f\le\pi\) the distance is \(f\) itself, which gives the formula of the title.

```lean
/-- For `N ≥ 1` bonds and a twist `0 ≤ f ≤ π`, the least energy is `N (1 - cos (f / N))`. -/
theorem isLeast_twist {N : ℕ} (hN : 1 ≤ N) {f : ℝ} (h0 : 0 ≤ f) (hπ : f ≤ π) :
    IsLeast (twistEnergies N f) (N * (1 - cos (f / N))) := by
  have h := isLeast_any_twist hN f
  rwa [show circleDist f = f from arccos_cos h0 hπ] at h
```

## Stiffness and the vanishing cost of a twist

The limits use the infimum `sInf`, which equals the minimum once \(N\ge1\). Taking \(N\ge4\) ensures \(f/N\le1\), as `cos_bound` requires; the error is then squeezed below \((f^2/N)^2\).

```lean
/-- For `0 ≤ f ≤ π`, the least twist energy times the number of bonds tends to `f ^ 2 / 2` for long
chains. -/
theorem tendsto_stiffness {f : ℝ} (h0 : 0 ≤ f) (hπ : f ≤ π) :
    Tendsto (fun N : ℕ => (N : ℝ) * sInf (twistEnergies N f)) atTop (𝓝 (f ^ 2 / 2)) := by
  have hq := (tendsto_const_div_atTop_nhds_zero_nat (f ^ 2)).mul
    (tendsto_const_div_atTop_nhds_zero_nat (f ^ 2))
  rw [mul_zero] at hq
  rw [tendsto_iff_norm_sub_tendsto_zero]
  refine squeeze_zero' (Eventually.of_forall fun _ => norm_nonneg _) ?_ hq
  filter_upwards [eventually_ge_atTop 4] with N hN
  rw [(isLeast_twist (by omega) h0 hπ).csInf_eq, Real.norm_eq_abs]
  have hN4 : (4 : ℝ) ≤ N := by exact_mod_cast hN
  have hNp : (0 : ℝ) < N := by linarith
  obtain ⟨x, hx⟩ : ∃ x, x = f / N := ⟨_, rfl⟩
  have hf : f = N * x := by rw [hx]; field_simp
  have hx0 : 0 ≤ x := by rw [hx]; positivity
  have hx1 : x ≤ 1 := by
    rw [hx, div_le_one hNp]
    linarith [pi_le_four]
  -- the cosine is quadratic up to a quartic error
  have hb := cos_bound (x := x) (by rw [abs_of_nonneg hx0]; exact hx1)
  rw [abs_of_nonneg hx0, abs_le] at hb
  have e0 : f ^ 2 / N = N * x ^ 2 := by
    rw [hf, div_eq_iff hNp.ne']; ring
  have ef : f ^ 2 = N ^ 2 * x ^ 2 := by rw [hf]; ring
  rw [← hx, e0, ef, abs_le]
  have b1 := mul_le_mul_of_nonneg_left hb.1 (sq_nonneg (N : ℝ))
  have b2 := mul_le_mul_of_nonneg_left hb.2 (sq_nonneg (N : ℝ))
  have b3 := mul_nonneg (sq_nonneg (N : ℝ)) (pow_nonneg hx0 4)
  constructor <;> nlinarith
```

Multiplication by \(1/N\) gives the second limit.

```lean
/-- For `0 ≤ f ≤ π` the least twist energy tends to zero for long chains. -/
theorem tendsto_twist_energy {f : ℝ} (h0 : 0 ≤ f) (hπ : f ≤ π) :
    Tendsto (fun N : ℕ => sInf (twistEnergies N f)) atTop (𝓝 0) := by
  have h := (tendsto_stiffness h0 hπ).mul (tendsto_const_div_atTop_nhds_zero_nat (1 : ℝ))
  rw [mul_zero] at h
  refine h.congr' ?_
  filter_upwards [eventually_gt_atTop 0] with N hN
  have hN0 : (N : ℝ) ≠ 0 := Nat.cast_ne_zero.2 (by omega)
  field_simp
```

In units of the coupling and the lattice spacing, the limit \(f^2/2\) corresponds to a phase stiffness of one. Simulations of phase models can obtain the stiffness from the response to a small boundary twist; this result gives that response for a classical one-dimensional chain in its ground state. That the total cost vanishes is special to one dimension: in a cubic block of side \(N\), a twist \(0<f\le\pi\) between opposite faces runs along about \(N^2\) parallel chains, and its least cost grows like \(N\). Passing to a real chain of spins or superconducting islands requires that thermal and quantum phase fluctuations be negligible, which no hypothesis here provides.

## Beyond a half-turn

For \(\pi<f\le2\pi\) and \(N\ge2\), wind backwards by \(2\pi-f\) and let one bond slip. The energy is \(N(1-\cos((2\pi-f)/N))\), and since \(0\le(2\pi-f)/N<f/N\le\pi\), it lies strictly below \(N(1-\cos(f/N))\). A single bond has no free phase, and its energy is \(1-\cos f\) whatever the twist.

```lean
/-- For a twist `π < f ≤ 2π` and at least two bonds, some configuration has an energy
strictly below `N (1 - cos (f / N))`. -/
theorem phase_slip {N : ℕ} (hN : 2 ≤ N) {f : ℝ} (h1 : π < f) (h2 : f ≤ 2 * π) :
    ∃ E ∈ twistEnergies N f, E < N * (1 - cos (f / N)) := by
  have hN2 : (2 : ℝ) ≤ N := by exact_mod_cast hN
  have hNp : (0 : ℝ) < N := by linarith
  -- wind backwards by `2π - f` and let one bond slip by `2π`
  have h := spiral_mem (by omega : 1 ≤ N) ((f - 2 * π) / N) 1
  have e1 : (N : ℝ) * ((f - 2 * π) / N) = f - 2 * π := by field_simp
  have e : (N : ℝ) * ((f - 2 * π) / N) + ((1 : ℤ) : ℝ) * (2 * π) = f := by
    rw [e1]; push_cast; ring
  rw [e] at h
  refine ⟨_, h, mul_lt_mul_of_pos_left ?_ hNp⟩
  have hc : cos (f / N) < cos ((2 * π - f) / N) := by
    refine cos_lt_cos_of_nonneg_of_le_pi (div_nonneg (by linarith) hNp.le) ?_
      (div_lt_div_of_pos_right (by linarith) hNp)
    rw [div_le_iff₀ hNp]
    nlinarith [pi_pos]
  have hs : cos ((f - 2 * π) / N) = cos ((2 * π - f) / N) := by
    rw [← cos_neg, ← neg_div, neg_sub]
  linarith

end

end PhaseStiffness
```

```lean
#print axioms PhaseStiffness.isLeast_twist
-- 'PhaseStiffness.isLeast_twist' depends on axioms: [propext, Classical.choice, Quot.sound]
#print axioms PhaseStiffness.tendsto_twist_energy
-- 'PhaseStiffness.tendsto_twist_energy' depends on axioms: [propext, Classical.choice, Quot.sound]
#print axioms PhaseStiffness.phase_slip
-- 'PhaseStiffness.phase_slip' depends on axioms: [propext, Classical.choice, Quot.sound]
```
